# A Euclidean norm bound on permanents and collision-free photon amplitudes

Let \(n\) indistinguishable, non-interacting photons enter a device with at most one in each input mode and leave it with at most one in each output mode. The amplitude for such a collision-free transition is a sum of \(n!\) products of single-photon matrix elements. Bounding each product by one bounds the amplitude only by \(n!\), so for \(n\ge2\) this estimate does not even keep the transition probability below one. The sum is a permanent,
\[
\operatorname{perm}A=\sum_\sigma\prod_i A_{\sigma(i)\,i},
\]
with \(\sigma\) running over the permutations of \(0,\dots,n-1\).

In Lean 4 with Mathlib:

```lean
import Mathlib

open Matrix

namespace PermanentNormBound

noncomputable section

variable {n : ℕ} {m : Type*} [Fintype m] [DecidableEq m]
```

Write \(\|x\|=\sqrt{\sum_i|x_i|^2}\).

```lean
/-- The Euclidean norm of a complex vector. -/
def vecNorm {ι : Type*} [Fintype ι] (x : ι → ℂ) : ℝ := √(∑ i, ‖x i‖ ^ 2)
```

A sign vector \(\varepsilon\) has entries \(\pm1\), stored as units of the integers and read as complex numbers.

```lean
/-- The complex vector whose entries are the signs `ε i = ±1`. -/
def signVec (ε : Fin n → ℤˣ) : Fin n → ℂ := fun i => ((ε i : ℤ) : ℂ)
```

The lists \(s\) and \(t\) name the input and output modes of the photons, drawn from a finite set `m`. The state \(\Psi_s\) assigns a number to each mode list \(f\):
\[
\Psi_s(f)=\frac1{\sqrt{n!}}\sum_\sigma[f=s\circ\sigma],
\]
where the bracket is 1 if the equality holds and 0 otherwise.

```lean
/-- The symmetrised product state of `n` photons in the modes `s 0, s 1, …`, with prefactor
`1/√n!`, as a wave function on lists `f` of modes. -/
def photonState (s f : Fin n → m) : ℂ :=
  ((√(n.factorial : ℝ) : ℝ) : ℂ)⁻¹ * ∑ σ : Equiv.Perm (Fin n), if f = s ∘ σ then 1 else 0
```

The matrix \(U\) acts on each photon separately. That a real device does this, without loss and on indistinguishable photons, is a physical assumption.

```lean
/-- The matrix element of `U ⊗ … ⊗ U` from the photon state with modes `s` to the one with
modes `t`. -/
def amplitude (U : Matrix m m ℂ) (s t : Fin n → m) : ℂ :=
  ∑ f, ∑ g, star (photonState t f) * (∏ i, U (f i) (g i)) * photonState s g
```

## (a) A product bounded through its mean

Let \(b_i\ge0\), \(D\ge0\) and \(\sum_i b_i\le nD\). Show that
\[
\prod_i b_i\le D^n.
\]

If \(D=0\), every \(b_i\) vanishes and the two sides agree. If \(D>0\), the inequality \(1+u\le e^u\) at \(u=b_i/D-1\) gives \(b_i\le De^{b_i/D-1}\). Multiplying,
\[
\prod_i b_i\le D^n e^{\sum_i b_i/D-n}\le D^n.
\]

```lean
/-- Arithmetic and geometric means: `n` nonnegative numbers with mean at most `D ≥ 0` have
product at most `D ^ n`. -/
theorem prod_le_pow (b : Fin n → ℝ) (D : ℝ) (hb : ∀ i, 0 ≤ b i) (hD : 0 ≤ D)
    (h : ∑ i, b i ≤ n * D) : ∏ i, b i ≤ D ^ n := by
  rcases hD.eq_or_lt with h0 | hpos
  · subst h0
    have hz : ∀ i, b i = 0 := fun i => by
      have h1 := Finset.single_le_sum (fun j _ => hb j) (Finset.mem_univ i)
      linarith [hb i]
    simp [hz]
  · -- each factor obeys `b ≤ D exp (b / D - 1)`
    have h1 : ∀ i, b i ≤ D * Real.exp (b i / D - 1) := fun i => by
      have h2 := Real.add_one_le_exp (b i / D - 1)
      calc b i = D * (b i / D) := by field_simp
        _ ≤ _ := mul_le_mul_of_nonneg_left (by linarith) hD
    have h3 : ∑ i, (b i / D - 1) ≤ 0 := by
      have h4 : (∑ i, b i) / D ≤ n := (div_le_iff₀ hpos).2 h
      have h5 : ∑ i, (b i / D - 1) = (∑ i, b i) / D - n := by
        simp [Finset.sum_sub_distrib, Finset.sum_div]
      linarith
    calc ∏ i, b i ≤ ∏ i, (D * Real.exp (b i / D - 1)) :=
          Finset.prod_le_prod (fun i _ => hb i) (fun i _ => h1 i)
      _ = D ^ n * Real.exp (∑ i, (b i / D - 1)) := by
          rw [Finset.prod_mul_distrib, Finset.prod_const, Finset.card_univ, Fintype.card_fin,
            Real.exp_sum]
      _ ≤ D ^ n * 1 := mul_le_mul_of_nonneg_left (Real.exp_le_one_iff.2 h3) (by positivity)
      _ = D ^ n := mul_one _
```

## (b) Averaging over signs

For a map \(f\) of the indices to themselves, show that
\[
\sum_\varepsilon\prod_i\varepsilon_i\varepsilon_{f(i)}=
\begin{cases}2^n,&f\text{ bijective}\\0,&\text{otherwise.}\end{cases}
\]

If \(f\) is bijective, each product is \((\prod_i\varepsilon_i)^2=1\), and there are \(2^n\) sign vectors. Otherwise \(f\) misses some \(j\). Flipping \(\varepsilon_j\) (`δ` in the code) reverses every term but only reorders the sum, which therefore equals its own negative.

```lean
/-- Summed over all sign vectors, the product of all `ε i * ε (f i)` is `2 ^ n` if `f` is a
permutation and zero otherwise. -/
theorem sum_signs (f : Fin n → Fin n) :
    ∑ ε : Fin n → ℤˣ, ∏ i, (signVec ε i * signVec ε (f i)) =
      if Function.Bijective f then 2 ^ n else 0 := by
  split_ifs with hf
  · have h1 : ∀ ε : Fin n → ℤˣ, ∏ i, (signVec ε i * signVec ε (f i)) = 1 := fun ε => by
      rw [Finset.prod_mul_distrib, hf.prod_comp (signVec ε), ← Finset.prod_mul_distrib]
      refine Finset.prod_eq_one fun i _ => ?_
      rcases Int.units_eq_one_or (ε i) with h | h <;> simp [signVec, h]
    simp [h1, Fintype.card_units_int]
  · have hs : ¬ Function.Surjective f := fun h => hf ⟨Finite.injective_iff_surjective.2 h, h⟩
    obtain ⟨j, hj⟩ := not_forall.1 hs
    have hj' : ∀ i, f i ≠ j := fun i hi => hj ⟨i, hi⟩
    -- flipping the sign at a missed site `j` reverses every term
    let δ : Fin n → ℤˣ := fun i => if i = j then -1 else 1
    have hδ : ∀ ε i, signVec (δ * ε) i = (if i = j then -1 else 1) * signVec ε i := by
      intro ε i
      by_cases h : i = j <;> simp [signVec, δ, h]
    have h1 := Equiv.sum_comp (Equiv.mulLeft δ)
      (fun ε : Fin n → ℤˣ => ∏ i, (signVec ε i * signVec ε (f i)))
    have h2 : ∀ ε : Fin n → ℤˣ, ∏ i, (signVec (δ * ε) i * signVec (δ * ε) (f i)) =
        -∏ i, (signVec ε i * signVec ε (f i)) := fun ε => by
      simp only [hδ, hj', if_false, one_mul, mul_assoc]
      rw [Finset.prod_mul_distrib]
      simp
    simp only [Equiv.coe_mulLeft, h2, Finset.sum_neg_distrib] at h1
    linear_combination (-1 / 2 : ℂ) * h1
```

## (c) Glynn's formula

Show that
\[
\sum_\varepsilon\Big(\prod_i\varepsilon_i\Big)\prod_i(A\varepsilon)_i=2^n\operatorname{perm}A.
\]

Expanding the second product gives
\[
\prod_i(A\varepsilon)_i=\sum_f\prod_iA_{i\,f(i)}\varepsilon_{f(i)}.
\]
Exchange the sums and apply (b): only permutations survive, each with weight \(2^n\). They give the permanent of the transpose, which equals \(\operatorname{perm}A\).

```lean
/-- Glynn's formula: the permanent is an average over sign vectors. -/
theorem glynn (A : Matrix (Fin n) (Fin n) ℂ) :
    ∑ ε : Fin n → ℤˣ, (∏ i, signVec ε i) * ∏ i, (A *ᵥ signVec ε) i =
      2 ^ n * A.permanent := by
  calc _ = ∑ ε : Fin n → ℤˣ, ∑ f : Fin n → Fin n,
        (∏ i, A i (f i)) * ∏ i, (signVec ε i * signVec ε (f i)) := by
        refine Finset.sum_congr rfl fun ε _ => ?_
        simp only [Matrix.mulVec, dotProduct, Finset.prod_univ_sum, Fintype.piFinset_univ,
          Finset.mul_sum, Finset.prod_mul_distrib]
        refine Finset.sum_congr rfl fun f _ => ?_
        ring
    _ = ∑ f : Fin n → Fin n,
        (∏ i, A i (f i)) * (if Function.Bijective f then 2 ^ n else 0) := by
        rw [Finset.sum_comm]
        refine Finset.sum_congr rfl fun f _ => ?_
        rw [← Finset.mul_sum, sum_signs]
    _ = 2 ^ n * A.permanent := by
        rw [← Matrix.permanent_transpose, Matrix.permanent, Finset.mul_sum]
        symm
        refine Fintype.sum_of_injective (fun σ : Equiv.Perm (Fin n) => (σ : Fin n → Fin n))
          DFunLike.coe_injective _ _ ?_ ?_
        · intro f hf
          have hb : ¬ Function.Bijective f := fun hb => hf ⟨Equiv.ofBijective f hb, rfl⟩
          simp only [hb, if_false, mul_zero]
        · intro σ
          simp only [σ.bijective, if_true, Matrix.transpose_apply]
          ring
```

## (d) The norm bound

Suppose \(\|Ax\|\le C\|x\|\) for every complex vector \(x\), which is `hA`. Show that
\[
|\operatorname{perm}A|\le C^n.
\]

For \(n=0\) both sides are 1. For \(n\ge1\), \(\|\varepsilon\|=\sqrt n\), so \(0\le\|A\varepsilon\|\le C\sqrt n\). Hence \(C\ge0\) and \(\sum_i|(A\varepsilon)_i|^2\le nC^2\). Part (a) with \(D=C^2\) gives \(\prod_i|(A\varepsilon)_i|^2\le C^{2n}\), and a square root gives `hterm`. The triangle inequality in (c) yields \(2^n|\operatorname{perm}A|\le2^nC^n\).

```lean
/-- If `A` stretches no vector by more than a factor `C` in the Euclidean norm, then
`|perm A| ≤ C ^ n`. -/
theorem norm_permanent_le (A : Matrix (Fin n) (Fin n) ℂ) (C : ℝ)
    (hA : ∀ x, vecNorm (A *ᵥ x) ≤ C * vecNorm x) : ‖A.permanent‖ ≤ C ^ n := by
  rcases Nat.eq_zero_or_pos n with h0 | hn
  · subst h0
    simp [Matrix.permanent]
  have hs : ∀ (ε : Fin n → ℤˣ) i, ‖signVec ε i‖ = 1 := fun ε i => by
    rcases Int.units_eq_one_or (ε i) with h | h <;> simp [signVec, h]
  have hv : ∀ ε : Fin n → ℤˣ, vecNorm (signVec ε) = √(n : ℝ) := fun ε => by
    simp [vecNorm, hs]
  have hr : 0 < √(n : ℝ) := Real.sqrt_pos.2 (by exact_mod_cast hn)
  have hC : 0 ≤ C := by
    by_contra hneg
    have h1 := hA (signVec 1)
    rw [hv] at h1
    have h2 : 0 ≤ vecNorm (A *ᵥ signVec 1) := Real.sqrt_nonneg _
    linarith [mul_neg_of_neg_of_pos (not_le.1 hneg) hr]
  -- every term of Glynn's formula is bounded by `C ^ n`
  have hterm : ∀ ε : Fin n → ℤˣ,
      ‖(∏ i, signVec ε i) * ∏ i, (A *ᵥ signVec ε) i‖ ≤ C ^ n := fun ε => by
    have h1 := hA (signVec ε)
    rw [hv] at h1
    have h2 : ∑ i, ‖(A *ᵥ signVec ε) i‖ ^ 2 ≤ n * C ^ 2 := by
      calc _ = vecNorm (A *ᵥ signVec ε) ^ 2 :=
            (Real.sq_sqrt (Finset.sum_nonneg fun i _ => sq_nonneg _)).symm
        _ ≤ (C * √(n : ℝ)) ^ 2 := pow_le_pow_left₀ (Real.sqrt_nonneg _) h1 2
        _ = n * C ^ 2 := by rw [mul_pow, Real.sq_sqrt (Nat.cast_nonneg n)]; ring
    have h3 := prod_le_pow _ _ (fun i => sq_nonneg _) (sq_nonneg C) h2
    rw [Finset.prod_pow, pow_right_comm] at h3
    rw [norm_mul, norm_prod, norm_prod]
    simp only [hs, Finset.prod_const_one, one_mul]
    have h4 : 0 ≤ C ^ n := pow_nonneg hC n
    by_contra hlt
    nlinarith [not_le.1 hlt]
  have hsum := norm_sum_le_of_le Finset.univ (fun ε _ => hterm ε)
  rw [glynn, norm_mul] at hsum
  simp only [norm_pow, Complex.norm_ofNat, Finset.sum_const, Finset.card_univ,
    Fintype.card_fun, Fintype.card_fin, Fintype.card_units_int, nsmul_eq_mul,
    Nat.cast_pow, Nat.cast_ofNat] at hsum
  exact le_of_mul_le_mul_left hsum (by positivity)
```

## (e) Matrices that attain the bound

For a complex number \(c\) and the identity matrix \(I\), show that
\[
\|cIx\|=|c|\,\|x\|,\qquad |\operatorname{perm}(cI)|=|c|^n.
\]

Each component of \(x\) is multiplied by \(c\). In the permanent only the identity permutation contributes, with \(c^n\).

```lean
/-- The bound is sharp: `c` times the identity stretches every vector by exactly `|c|`, and its
permanent has modulus `|c| ^ n`. -/
theorem bound_sharp (c : ℂ) :
    (∀ x : Fin n → ℂ, vecNorm ((c • (1 : Matrix (Fin n) (Fin n) ℂ)) *ᵥ x) = ‖c‖ * vecNorm x) ∧
      ‖(c • (1 : Matrix (Fin n) (Fin n) ℂ)).permanent‖ = ‖c‖ ^ n := by
  constructor
  · intro x
    rw [Matrix.smul_mulVec, Matrix.one_mulVec]
    simp only [vecNorm, Pi.smul_apply, smul_eq_mul, norm_mul, mul_pow]
    rw [← Finset.mul_sum, Real.sqrt_mul (sq_nonneg _), Real.sqrt_sq (norm_nonneg _)]
  · simp [Matrix.permanent_smul]
```

## (f) Selecting modes

Let \((U_{ts})_{ij}=U_{t_i s_j}\), with distinct entries in \(s\) and in \(t\). If \(\|Uy\|\le C\|y\|\) for all \(y\), show that
\[
\|U_{ts}x\|\le C\|x\|.
\]

Set \(y_{s_j}=x_j\) and all other entries to zero (`Function.extend`). Then \(\|y\|=\|x\|\) and \((U_{ts}x)_i=(Uy)_{t_i}\). Dropping the other outputs can only lower the norm.

```lean
omit [DecidableEq m] in
/-- Selecting distinct input modes `s` and distinct output modes `t` preserves a bound `C` on
the stretching of vectors. -/
theorem vecNorm_submatrix_le (U : Matrix m m ℂ) (C : ℝ)
    (hU : ∀ x, vecNorm (U *ᵥ x) ≤ C * vecNorm x) {s t : Fin n → m}
    (hs : Function.Injective s) (ht : Function.Injective t) (x : Fin n → ℂ) :
    vecNorm (U.submatrix t s *ᵥ x) ≤ C * vecNorm x := by
  -- pad the input with zeros on the empty modes
  have hy : ∀ i, (U.submatrix t s *ᵥ x) i = (U *ᵥ Function.extend s x 0) (t i) := fun i => by
    simp only [Matrix.mulVec, dotProduct, Matrix.submatrix_apply]
    exact Fintype.sum_of_injective s hs _ _
      (fun k hk => by rw [Function.extend_apply' _ _ _ hk]; simp)
      (fun j => by rw [hs.extend_apply])
  have hx : vecNorm (Function.extend s x 0) = vecNorm x := by
    unfold vecNorm
    congr 1
    symm
    exact Fintype.sum_of_injective s hs _ _
      (fun k hk => by rw [Function.extend_apply' _ _ _ hk]; simp)
      (fun j => by rw [hs.extend_apply])
  rw [← hx]
  refine le_trans (Real.sqrt_le_sqrt ?_) (hU _)
  simp only [hy]
  -- dropping outputs only lowers the norm
  exact (Finset.sum_map Finset.univ ⟨t, ht⟩
    (fun k => ‖(U *ᵥ Function.extend s x 0) k‖ ^ 2)).symm.le.trans
    (Finset.sum_le_univ_sum_of_nonneg fun k => sq_nonneg _)
```

## (g) Pairing with a photon state

For any function \(F\) of mode lists, show that
\[
\sum_fF(f)\Psi_s(f)=\frac1{\sqrt{n!}}\sum_\sigma F(s\circ\sigma).
\]

Insert \(\Psi_s\) and exchange the sums. Each bracket selects \(f=s\circ\sigma\).

```lean
/-- Pairing a function of mode lists with a photon state sums it over all orderings of the
photons, with prefactor `1/√n!`. -/
theorem sum_mul_photonState (s : Fin n → m) (F : (Fin n → m) → ℂ) :
    ∑ f, F f * photonState s f =
      ((√(n.factorial : ℝ) : ℝ) : ℂ)⁻¹ * ∑ σ : Equiv.Perm (Fin n), F (s ∘ σ) := by
  simp only [photonState, Finset.mul_sum]
  rw [Finset.sum_comm]
  refine Finset.sum_congr rfl fun σ _ => ?_
  simp only [mul_ite, mul_one, mul_zero, Finset.sum_ite_eq', Finset.mem_univ, if_true]
  ring
```

## (h) Normalisation

For distinct modes \(s\), show that
\[
\sum_f|\Psi_s(f)|^2=1.
\]

The lists \(s\circ\sigma\) are all different, so \(\Psi_s(s\circ\sigma)=1/\sqrt{n!}\). Part (g) with \(F=\Psi_s^*\) gives \(n!/(\sqrt{n!})^2=1\).

```lean
/-- A photon state with all photons in distinct modes is normalised. -/
theorem photonState_normalised {s : Fin n → m} (hs : Function.Injective s) :
    ∑ f, star (photonState s f) * photonState s f = 1 := by
  have h : ∀ σ τ : Equiv.Perm (Fin n), s ∘ σ = s ∘ τ ↔ σ = τ := fun σ τ =>
    ⟨fun h => Equiv.ext fun i => hs (congrFun h i), fun h => by rw [h]⟩
  have h1 : ∀ σ : Equiv.Perm (Fin n),
      star (photonState s (s ∘ σ)) = ((√(n.factorial : ℝ) : ℝ) : ℂ)⁻¹ := fun σ => by
    simp only [photonState, h, Finset.sum_ite_eq, Finset.mem_univ, if_true, mul_one]
    simp
  have hr : ((√(n.factorial : ℝ) : ℝ) : ℂ) ≠ 0 :=
    Complex.ofReal_ne_zero.2 (Real.sqrt_pos.2 (by exact_mod_cast n.factorial_pos)).ne'
  have hq : (n.factorial : ℂ) = (√(n.factorial : ℝ) : ℝ) * (√(n.factorial : ℝ) : ℝ) := by
    rw [← Complex.ofReal_mul, Real.mul_self_sqrt (Nat.cast_nonneg _), Complex.ofReal_natCast]
  rw [sum_mul_photonState s (fun f => star (photonState s f))]
  simp only [h1, Finset.sum_const, Finset.card_univ, Fintype.card_perm, Fintype.card_fin,
    nsmul_eq_mul]
  rw [hq]
  field_simp
```

## (i) The amplitude as a permanent

For any \(s\) and \(t\), show that
\[
\langle\Psi_t|U^{\otimes n}|\Psi_s\rangle=\operatorname{perm}U_{ts}.
\]

Using (g) twice, the left side is
\[
\frac1{n!}\sum_\sigma\sum_\tau\prod_iU_{t_{\tau(i)}s_{\sigma(i)}}.
\]
Put \(k=\sigma(i)\). For fixed \(\sigma\), \(\tau\sigma^{-1}\) runs over all permutations, so the inner sum is \(\operatorname{perm}U_{ts}\) (`hp`). The \(n!\) choices of \(\sigma\) cancel the prefactor. If modes repeat in \(s\) or \(t\), that state is not normalised, and the permanent must still be divided by the norms of \(\Psi_s\) and \(\Psi_t\) to give the physical amplitude.

```lean
/-- The amplitude is the permanent of the matrix of `U` between the input modes `s` and the
output modes `t`. -/
theorem amplitude_eq_permanent (U : Matrix m m ℂ) (s t : Fin n → m) :
    amplitude U s t = (U.submatrix t s).permanent := by
  have hstar : ∀ f, star (photonState t f) = photonState t f := fun f => by
    simp [photonState]
  have hp : ∀ σ : Equiv.Perm (Fin n), ∑ τ : Equiv.Perm (Fin n), ∏ i, U (t (τ i)) (s (σ i)) =
      (U.submatrix t s).permanent := fun σ =>
    Matrix.permanent_permute_rows σ (U.submatrix t s)
  have hr : ((√(n.factorial : ℝ) : ℝ) : ℂ) ≠ 0 :=
    Complex.ofReal_ne_zero.2 (Real.sqrt_pos.2 (by exact_mod_cast n.factorial_pos)).ne'
  have hq : (n.factorial : ℂ) = (√(n.factorial : ℝ) : ℝ) * (√(n.factorial : ℝ) : ℝ) := by
    rw [← Complex.ofReal_mul, Real.mul_self_sqrt (Nat.cast_nonneg _), Complex.ofReal_natCast]
  have h1 : amplitude U s t =
      ∑ f, (∑ g, (∏ i, U (f i) (g i)) * photonState s g) * photonState t f := by
    unfold amplitude
    refine Finset.sum_congr rfl fun f _ => ?_
    rw [Finset.sum_mul]
    refine Finset.sum_congr rfl fun g _ => ?_
    rw [hstar]
    ring
  rw [h1, sum_mul_photonState t
    (fun f => ∑ g, (∏ i, U (f i) (g i)) * photonState s g)]
  simp only [fun f : Fin n → m => sum_mul_photonState s (fun g => ∏ i, U (f i) (g i)),
    Function.comp_apply]
  -- each ordering of the input photons contributes the same permanent
  rw [← Finset.mul_sum, Finset.sum_comm]
  simp only [hp, Finset.sum_const, Finset.card_univ, Fintype.card_perm, Fintype.card_fin,
    nsmul_eq_mul]
  rw [hq]
  field_simp
```

## (j) Unitary interferometers

For unitary \(U\) and distinct modes within each of \(s\) and \(t\), show that
\[
|\langle\Psi_t|U^{\otimes n}|\Psi_s\rangle|\le1.
\]

Since \(\|Ux\|^2=x^\dagger U^\dagger Ux=\|x\|^2\) (`hiso`), part (f) applies with \(C=1\). Parts (d) and (i) finish the argument. In simulations of lossless, non-interacting photons in finitely many modes, a computed collision-free amplitude clearly above one in modulus therefore signals an error.

```lean
/-- In a unitary interferometer, every `n`-photon amplitude between distinct input modes and
distinct output modes has modulus at most one. -/
theorem norm_amplitude_le_one {U : Matrix m m ℂ} (hU : U ∈ Matrix.unitaryGroup m ℂ)
    {s t : Fin n → m} (hs : Function.Injective s) (ht : Function.Injective t) :
    ‖amplitude U s t‖ ≤ 1 := by
  have key : ∀ y : m → ℂ, ((∑ i, ‖y i‖ ^ 2 : ℝ) : ℂ) = star y ⬝ᵥ y := fun y => by
    simp [dotProduct, Complex.conj_mul']
  have hUU : Uᴴ * U = 1 := Matrix.mem_unitaryGroup_iff'.1 hU
  -- a unitary matrix preserves the Euclidean norm
  have hiso : ∀ x, vecNorm (U *ᵥ x) = vecNorm x := fun x => by
    unfold vecNorm
    congr 1
    apply Complex.ofReal_injective
    rw [key, key, Matrix.star_mulVec, ← Matrix.dotProduct_mulVec, Matrix.mulVec_mulVec, hUU,
      Matrix.one_mulVec]
  rw [amplitude_eq_permanent]
  have h := norm_permanent_le (U.submatrix t s) 1
    (vecNorm_submatrix_le U 1 (fun x => by rw [hiso, one_mul]) hs ht)
  rwa [one_pow] at h

end

end PermanentNormBound
```

## Repeated modes and a weaker assumption

The bound in (j) can fail when modes repeat in \(s\) or in \(t\). Put two photons in a single mode with \(U=1\): the permanent of the \(2\times2\) matrix of ones is 2. Here \(\Psi_s\) has squared norm 2, so dividing by the norms restores the amplitude 1.

The argument in (d) uses its hypothesis only on sign vectors. It therefore also gives \(|\operatorname{perm}A|\le C^n\) when merely \(\|A\varepsilon\|\le C\sqrt n\) for every \(\varepsilon\), a variant argued here in prose alone.

```lean
#print axioms PermanentNormBound.bound_sharp
-- 'PermanentNormBound.bound_sharp' depends on axioms: [propext, Classical.choice, Quot.sound]
#print axioms PermanentNormBound.photonState_normalised
-- 'PermanentNormBound.photonState_normalised' depends on axioms: [propext, Classical.choice, Quot.sound]
#print axioms PermanentNormBound.norm_amplitude_le_one
-- 'PermanentNormBound.norm_amplitude_le_one' depends on axioms: [propext, Classical.choice, Quot.sound]
```
